# A closed form for the ring-CCD Lagrange multipliers when $1-T^2$ is invertible

If the ring-CCD correlation energy is differentiated directly, each perturbation brings in the response of the amplitude matrix $T$; Lagrange multipliers $L$ remove that response, but they have to satisfy a linear matrix equation of their own. When $T$ solves the amplitude equation and $1-T^2$ is invertible, $L=T(1-T^2)^{-1}$ is a solution of that second equation.

In Lean 4 with Mathlib:

```lean
import Mathlib

open Matrix

namespace RingCCDLambda

noncomputable section

section AnyRing

variable {R : Type*} [Ring R]

/-- Residual of the ring-CCD amplitude equation, `B + AT + TA + TBT`. -/
def ampResidual (A B T : R) : R := B + A * T + T * A + T * B * T

/-- Residual of the ring-CCD lambda equation, `B + L(A + TB) + (A + BT)L`. -/
def lambdaResidual (A B T L : R) : R := B + L * (A + T * B) + (A + B * T) * L

/-- If `L(1 - T²) = T = (1 - T²)L`, the lambda residual multiplied by `1 - T²` on both sides
equals the amplitude residual minus the same residual multiplied by `T` on both sides. -/
theorem sandwich_lambdaResidual (A B T L : R)
    (hl : (1 - T * T) * L = T) (hr : L * (1 - T * T) = T) :
    (1 - T * T) * lambdaResidual A B T L * (1 - T * T)
      = ampResidual A B T - T * ampResidual A B T * T := by
  -- group each multiplier with the neighbouring factor that turns it into an amplitude
  have key : ∀ D : R, D * lambdaResidual A B T L * D
      = D * B * D + (D * L) * (A + T * B) * D + D * (A + B * T) * (L * D) := by
    intro D
    unfold lambdaResidual
    noncomm_ring
  rw [key, hl, hr]
  unfold ampResidual
  noncomm_ring

/-- For `1 - T²` invertible, the multiplier `T(1 - T²)⁻¹` solves the lambda equation exactly
when the amplitude residual is unchanged by multiplication with `T` on both sides. -/
theorem lambda_eq_zero_iff (A B T : R) (u : Rˣ) (hu : (u : R) = 1 - T * T) :
    lambdaResidual A B T (T * ↑u⁻¹) = 0 ↔
      ampResidual A B T = T * ampResidual A B T * T := by
  have hr : (T * ↑u⁻¹) * (1 - T * T) = T := by
    rw [← hu, Units.inv_mul_cancel_right]
  -- `T` commutes with `1 - T²`
  have hc : (u : R) * T = T * u := by
    rw [hu]
    noncomm_ring
  have hl : (1 - T * T) * (T * ↑u⁻¹) = T := by
    rw [← hu, ← mul_assoc, hc, Units.mul_inv_cancel_right]
  have key := sandwich_lambdaResidual A B T (T * ↑u⁻¹) hl hr
  constructor
  · intro h
    rw [h, mul_zero, zero_mul] at key
    exact sub_eq_zero.mp key.symm
  · intro h
    rw [sub_eq_zero.mpr h, ← hu] at key
    -- cancel the two invertible factors
    have h1 := (Units.mul_left_eq_zero u).mp key
    exact (Units.mul_right_eq_zero u).mp h1

/-- In any ring, if `T` solves the ring-CCD amplitude equation and `1 - T²` is invertible,
then `L = T(1 - T²)⁻¹` solves the lambda equation. -/
theorem closed_form_multiplier (A B T : R) (u : Rˣ) (hu : (u : R) = 1 - T * T)
    (hT : ampResidual A B T = 0) :
    lambdaResidual A B T (T * ↑u⁻¹) = 0 := by
  rw [lambda_eq_zero_iff A B T u hu, hT, mul_zero, zero_mul]

end AnyRing

/-- Two real, full, symmetric matrices `A` and `B` and a diagonal `T` that solve the amplitude
equation, with `1 - T²` invertible and `B` not commuting with `T`. -/
theorem closed_form_multiplier_witness :
    let A : Matrix (Fin 2) (Fin 2) ℝ := !![10, 7; 7, 10]
    let B : Matrix (Fin 2) (Fin 2) ℝ := !![8, 5; 5, 6]
    let T : Matrix (Fin 2) (Fin 2) ℝ := !![-1/2, 0; 0, -1/3]
    ampResidual A B T = 0 ∧ IsUnit (1 - T * T) ∧ B * T ≠ T * B := by
  intro A B T
  refine ⟨?_, ?_, ?_⟩
  · ext i j
    fin_cases i <;> fin_cases j <;>
      norm_num [ampResidual, A, B, T, Matrix.mul_apply, Fin.sum_univ_succ]
  · rw [Matrix.isUnit_iff_isUnit_det, isUnit_iff_ne_zero, Matrix.det_fin_two]
    norm_num [T, Matrix.mul_apply, Fin.sum_univ_succ, Matrix.one_apply]
  · intro h
    have h01 := congrFun (congrFun h 0) 1
    norm_num [B, T, Matrix.mul_apply, Fin.sum_univ_succ] at h01

/-- With `A = 0`, an explicit `B` and an explicit `T`, the closed-form multiplier solves the
lambda equation although `T` does not solve the amplitude equation. -/
theorem lambda_without_amplitude :
    let B : Matrix (Fin 2) (Fin 2) ℝ := !![0, 1; 1, 0]
    let T : Matrix (Fin 2) (Fin 2) ℝ := !![2, 0; 0, 1/2]
    IsUnit (1 - T * T) ∧ lambdaResidual 0 B T (T * (1 - T * T)⁻¹) = 0 ∧
      ampResidual 0 B T ≠ 0 := by
  intro B T
  have hunit : IsUnit (1 - T * T) := by
    rw [Matrix.isUnit_iff_isUnit_det, isUnit_iff_ne_zero, Matrix.det_fin_two]
    norm_num [T, Matrix.mul_apply, Fin.sum_univ_succ, Matrix.one_apply]
  refine ⟨hunit, ?_, ?_⟩
  · obtain ⟨u, hu⟩ := hunit
    rw [← hu, ← Matrix.coe_units_inv, lambda_eq_zero_iff 0 B T u hu]
    ext i j
    fin_cases i <;> fin_cases j <;>
      norm_num [ampResidual, B, T, Matrix.mul_apply, Fin.sum_univ_succ]
  · intro h
    have h01 := congrFun (congrFun h 0) 1
    norm_num [ampResidual, B, T, Matrix.mul_apply, Fin.sum_univ_succ] at h01

section Lagrangian

variable {n : Type*} [Fintype n] [DecidableEq n]

/-- The ring-CCD Lagrangian: the energy `½ tr(BT)` plus `½ tr(L R)`, where `R` is the
amplitude residual and `L` holds the multipliers. -/
def lagrangian (A B T L : Matrix n n ℝ) : ℝ :=
  1 / 2 * (trace (B * T) + trace (L * ampResidual A B T))

omit [DecidableEq n] in
/-- Exact second-order expansion of the Lagrangian when the amplitudes move from `T` to
`T + sX`; the linear coefficient is half the trace of the lambda residual times `X`. -/
theorem lagrangian_expansion [DecidableEq n] (A B T L X : Matrix n n ℝ) (s : ℝ) :
    lagrangian A B (T + s • X) L = lagrangian A B T L
      + s * (1 / 2 * trace (lambdaResidual A B T L * X))
      + s ^ 2 * (1 / 2 * trace (L * X * B * X)) := by
  have e : L * ampResidual A B (T + s • X) = L * ampResidual A B T
      + s • (L * A * X + L * X * A + L * T * B * X + L * X * B * T)
      + s ^ 2 • (L * X * B * X) := by
    unfold ampResidual
    simp only [mul_add, add_mul, Matrix.mul_smul, Matrix.smul_mul, smul_add, smul_smul,
      mul_assoc, pow_two]
    module
  have f : B * (T + s • X) = B * T + s • (B * X) := by
    rw [mul_add, Matrix.mul_smul]
  have g : lambdaResidual A B T L * X
      = B * X + L * A * X + L * T * B * X + A * L * X + B * T * L * X := by
    unfold lambdaResidual
    noncomm_ring
  -- cyclic invariance moves the variation `X` to the right end
  have t1 : trace (L * X * A) = trace (A * L * X) := by
    rw [Matrix.trace_mul_comm, ← mul_assoc]
  have t2 : trace (L * X * B * T) = trace (B * T * L * X) := by
    rw [mul_assoc (L * X) B T, Matrix.trace_mul_comm, ← mul_assoc]
  unfold lagrangian
  rw [e, f, g]
  simp only [Matrix.trace_add, Matrix.trace_smul, smul_eq_mul, t1, t2]
  ring

/-- The Lagrangian is stationary under every variation of the amplitudes exactly when the
lambda equation holds. -/
theorem stationary_iff_lambda (A B T L : Matrix n n ℝ) :
    (∀ X : Matrix n n ℝ, HasDerivAt (fun s : ℝ => lagrangian A B (T + s • X) L) 0 0) ↔
      lambdaResidual A B T L = 0 := by
  have hd : ∀ X : Matrix n n ℝ, HasDerivAt (fun s : ℝ => lagrangian A B (T + s • X) L)
      (1 / 2 * trace (lambdaResidual A B T L * X)) 0 := by
    intro X
    simp only [lagrangian_expansion]
    have h1 := ((hasDerivAt_id' (0 : ℝ)).mul_const
      (1 / 2 * trace (lambdaResidual A B T L * X))).const_add (lagrangian A B T L)
    have h2 := (hasDerivAt_pow 2 (0 : ℝ)).mul_const (1 / 2 * trace (L * X * B * X))
    exact (h1.fun_add h2).congr_deriv (by simp)
  constructor
  · intro h
    -- vary along the transposed residual: the slope is then half a sum of squares
    have h0 := (h (lambdaResidual A B T L)ᵀ).unique (hd _)
    have hs : ∑ i, ∑ j, lambdaResidual A B T L i j * lambdaResidual A B T L i j = 0 := by
      simp only [Matrix.trace, Matrix.diag_apply, Matrix.mul_apply,
        Matrix.transpose_apply] at h0
      linarith
    ext i j
    have hi := (Finset.sum_eq_zero_iff_of_nonneg (fun i _ =>
      Finset.sum_nonneg (fun j _ => mul_self_nonneg _))).mp hs i (Finset.mem_univ i)
    have hj := (Finset.sum_eq_zero_iff_of_nonneg (fun j _ =>
      mul_self_nonneg _)).mp hi j (Finset.mem_univ j)
    exact mul_self_eq_zero.mp hj
  · intro h X
    exact (hd X).congr_deriv (by simp [h])

/-- For real matrices, if `T` solves the amplitude equation and `1 - T²` is invertible, the
multiplier `T(1 - T²)⁻¹` makes the Lagrangian stationary under every amplitude variation. -/
theorem closed_form_stationary (A B T : Matrix n n ℝ) (hT : ampResidual A B T = 0)
    (hunit : IsUnit (1 - T * T)) (X : Matrix n n ℝ) :
    HasDerivAt (fun s : ℝ => lagrangian A B (T + s • X) (T * (1 - T * T)⁻¹)) 0 0 := by
  refine (stationary_iff_lambda A B T _).mpr ?_ X
  obtain ⟨u, hu⟩ := hunit
  rw [← hu, ← Matrix.coe_units_inv]
  exact closed_form_multiplier A B T u hu hT

end Lagrangian

end

end RingCCDLambda
```

```lean
#print axioms RingCCDLambda.closed_form_multiplier
#print axioms RingCCDLambda.lambda_without_amplitude
#print axioms RingCCDLambda.closed_form_stationary
```

```
'RingCCDLambda.closed_form_multiplier' depends on axioms: [propext]
'RingCCDLambda.lambda_without_amplitude' depends on axioms: [propext, Classical.choice, Quot.sound]
'RingCCDLambda.closed_form_stationary' depends on axioms: [propext, Classical.choice, Quot.sound]
```

## Two residuals and one Lagrangian

In the ring-CCD form of the random-phase approximation, $A$ and $B$ are the two blocks of the RPA problem, indexed by occupied–virtual pairs: $A$ contains the orbital-energy differences and the coupling among excitations, and $B$ couples excitations to de-excitations. The amplitude residual and the lambda residual are

$$R(T)=B+AT+TA+TBT,$$
$$\Lambda(T,L)=B+L(A+TB)+(A+BT)L.$$

They are `ampResidual` and `lambdaResidual`. In the first part of the file, $A$, $B$, $T$ and $L$ are elements of an arbitrary ring, so products need not commute and no symmetry is assumed. Invertibility enters through a unit `u : Rˣ` whose value is $1-T^2$, and `↑u⁻¹` is its two-sided inverse. The theorem `closed_form_multiplier` says that $R(T)=0$ implies $\Lambda(T,Tu^{-1})=0$.

The second part takes real square matrices over a finite index type `n` and defines

$$\mathcal L(T,L)=\tfrac12\operatorname{tr}(BT)+\tfrac12\operatorname{tr}\big(L\,R(T)\big).$$

The first term is the correlation energy of direct RPA, where the two-electron integrals in $A$ and $B$ are not antisymmetrised, and the second imposes the amplitude equation. `closed_form_stationary` states that, if $R(T)=0$ and $1-T^2$ is invertible, then with the closed-form multiplier held fixed, $s\mapsto\mathcal L(T+sX,L)$ has derivative zero at $s=0$ for every real matrix $X$.

For matrices, invertibility of $1-T^2$ means that neither $1$ nor $-1$ is an eigenvalue of $T$. A single pair excitation shows the physics behind this condition. With numbers $A>|B|>0$, the root of smaller magnitude of $B+2At+Bt^2=0$ is $t=(-A+\omega)/B$, where $\omega=\sqrt{A^2-B^2}$ is the RPA excitation energy. As $\omega\to0$ at fixed $A$, the system approaches an instability, $t^2\to1$ and the multiplier $t/(1-t^2)$ diverges.

The existence of a solution $T$ and the invertibility of $1-T^2$ are hypotheses, and uniqueness of $L$ is not addressed. The result bears on RPA energy gradients and relaxed densities through their amplitude part only, for finite real matrices; the response of the orbitals needs separate treatment.

## Multiplying the lambda equation from both sides

Write $D=1-T^2$ and $L=TD^{-1}$. Then $LD=T$. Since $T$ commutes with $D$, also $DL=DTD^{-1}=T$. Multiplying the lambda residual by $D$ on each side therefore removes every $L$:

$$D\Lambda D=DBD+T(A+TB)D+D(A+BT)T.$$

The three terms expand to

$$DBD=B-T^2B-BT^2+T^2BT^2,$$
$$T(A+TB)D=TA+T^2B-TAT^2-T^2BT^2,$$
$$D(A+BT)T=AT+BT^2-T^2AT-T^2BT^2.$$

In the sum, $T^2B$ and $BT^2$ cancel, and one copy of $T^2BT^2$ survives with a minus sign:

$$D\Lambda D=B+AT+TA-TAT^2-T^2AT-T^2BT^2.$$

On the other side,

$$TRT=TBT+TAT^2+T^2AT+T^2BT^2,$$

so that

$$D\Lambda D=R-TRT.$$

This is `sandwich_lambdaResidual`. Its inner statement `key` groups the factors as $DL$ and $LD$, the rewrite replaces both by $T$, and `noncomm_ring` checks the remaining expansion without exchanging factors.

Because $D$ is invertible, $D\Lambda D=0$ forces $\Lambda=0$. Hence $\Lambda=0$ exactly when $R=TRT$, which is `lambda_eq_zero_iff`. Its proof first establishes $LD=T$ and $DL=T$, then reads the identity in both directions, cancelling the two units in the second. If $R=0$, the condition $R=TRT$ reads $0=0$, and `closed_form_multiplier` follows.

The condition $R=TRT$ is weaker than $R=0$. In `lambda_without_amplitude`, $A=0$, $B$ has off-diagonal entries $1$ and zero diagonal, and $T=\operatorname{diag}(2,\tfrac12)$. Then $TBT=B$, so $R=2B\neq0$ while $TRT=R$. The closed-form multiplier solves the lambda equation although the amplitudes are wrong, so for general matrices a vanishing lambda residual at this $L$ does not by itself certify $T$. The example is algebraic and not a stable RPA problem, since $A+B$ has the eigenvalue $-1$. If all eigenvalues of $T$ have modulus below $1$, as for the physical amplitudes of a stable problem, repeated use of $R=TRT$ gives $R=T^kRT^k\to0$, and then $R=0$ does follow.

## Why the lambda equation means stationarity

Replace $T$ by $T+sX$. The amplitude residual becomes

$$R(T+sX)=R(T)+s(AX+XA+TBX+XBT)+s^2XBX.$$

Under the trace, $\operatorname{tr}(LXA)=\operatorname{tr}(ALX)$ and $\operatorname{tr}(LXBT)=\operatorname{tr}(BTLX)$. Collecting the terms linear in $s$, including $\operatorname{tr}(BX)$ from the energy, gives

$$\mathcal L(T+sX,L)=\mathcal L(T,L)+\tfrac{s}{2}\operatorname{tr}(\Lambda X)+\tfrac{s^2}{2}\operatorname{tr}(LXBX).$$

The expansion is exact, because $R$ is quadratic in $T$. In `lagrangian_expansion`, the statements `e`, `f` and `g` expand the matrix products, while `t1` and `t2` are the two cyclic moves.

The slope at $s=0$ is thus $\tfrac12\operatorname{tr}(\Lambda X)$. If $\Lambda=0$, it vanishes for every $X$. Conversely, if it vanishes for every $X$, choose $X=\Lambda^{\mathsf T}$:

$$0=\operatorname{tr}(\Lambda\Lambda^{\mathsf T})=\sum_{i,j}\Lambda_{ij}^2.$$

Each square is nonnegative, so every entry of $\Lambda$ is zero. This proves `stationary_iff_lambda`: `hd` supplies the derivative, and the two uses of `Finset.sum_eq_zero_iff_of_nonneg` pass from the double sum to a single entry. Combining the equivalence with `closed_form_multiplier` gives `closed_form_stationary`.

## A two-pair example in numbers

The matrices in `closed_form_multiplier_witness` are

$$A=\begin{pmatrix}10&7\\7&10\end{pmatrix},\quad
B=\begin{pmatrix}8&5\\5&6\end{pmatrix},\quad
T=\begin{pmatrix}-\tfrac12&0\\0&-\tfrac13\end{pmatrix}.$$

The amplitude equation holds entry by entry:

$$R_{00}=8-10+2=0,$$
$$R_{11}=6-\tfrac{20}{3}+\tfrac23=0,$$
$$R_{01}=5-\tfrac73-\tfrac72+\tfrac56=0,$$

and $R_{10}=R_{01}$ by symmetry. Here $1-T^2=\operatorname{diag}(\tfrac34,\tfrac89)$, so

$$L=\operatorname{diag}\big(-\tfrac23,-\tfrac38\big).$$

The lambda residual then has the entries

$$\Lambda_{00}=8-2\cdot\tfrac23\,(10-4)=0,$$
$$\Lambda_{11}=6-2\cdot\tfrac38\,(10-2)=0,$$
$$\Lambda_{01}=5-\tfrac23\big(7-\tfrac52\big)-\tfrac38\big(7-\tfrac53\big)=5-3-2=0,$$

with $\Lambda_{10}=\Lambda_{01}$. Although $T$ is diagonal, it does not commute with $B$, so no change of basis makes $A$, $B$ and $T$ diagonal together.

## Restricting the variations to symmetric amplitudes

The Lagrangian theorems let $X$ be any real matrix. For real orbitals, $A$, $B$ and the physical $T$ are symmetric, and a model closer to that setting would admit only symmetric $X$. Stationarity would then control only the symmetric part of $\Lambda$, since the trace of an antisymmetric matrix times a symmetric one is zero.

With $A$, $B$, $T$ and $L$ all symmetric, $\Lambda$ is symmetric too, and the test direction $\Lambda^{\mathsf T}$ is an allowed variation. The equivalence would therefore survive, at the price of four symmetry hypotheses. The version with unrestricted $X$ needs none of them, and its conclusion for the closed-form multiplier includes the symmetric variations as a special case.
